# Column-by-column solution of A X − X B = C for upper triangular B and invertible shifted matrices

Back-substitution is modelled here as a recursive function: column $k$ of the unknown matrix is computed from the columns before it, by applying the inverse of one matrix to one vector. That inverse stands for whatever linear solver a program would call. The columns are found from first to last, an order that numerical texts usually call forward substitution; the name back-substitution is used here because known columns are substituted back into the equation. The arithmetic is exact, so there are no rounding errors; conditioning and operation counts are not treated.

The entries lie in a commutative ring $R$, which for most applications is $\mathbb R$ or $\mathbb C$. The matrix $A$ is square, with rows and columns labelled by a finite set `m`. The matrix $B$ is $n\times n$, with labels $0,\dots,n-1$ (the type `Fin n`). The unknown $X$ and the given $C$ have rows labelled by `m` and $n$ columns, written $x_k$ and $c_k$.

Such an equation appears in first-order perturbation theory for a finite Hamiltonian matrix. Let the unperturbed Hamiltonian $H_0$ be block diagonal with blocks $A$ and $B$, and let $V$ be the perturbation. If a generator $S$ of first order in $V$ is chosen so that $e^{-S}(H_0+V)e^{S}$ has no off-diagonal blocks to first order in $V$, then the upper right block $X$ of $S$ satisfies $AX-XB=C$, where $C$ is minus the upper right block of $V$.

```lean
import Mathlib

open Matrix

namespace BartelsStewart

variable {R m : Type*} [CommRing R] [Fintype m] [DecidableEq m] {n : ℕ}
```

## The triangular matrix and its shifts

Upper triangular means that $b_{ij}=0$ whenever $j<i$. The diagonal of $B$ is unrestricted.

```lean
/-- All entries of `B` below the diagonal vanish. -/
def UpperTriangular (B : Matrix (Fin n) (Fin n) R) : Prop :=
  ∀ i j, j < i → B i j = 0
```

Each column of $X$ will be governed by a shifted matrix $A-b_{kk}I$. Over a field, the numbers $b_{kk}$ are the eigenvalues of $B$, and $A-b_{kk}I$ is invertible exactly when $b_{kk}$ is not an eigenvalue of $A$. In the perturbative setting, invertibility for every $k$ says that no unperturbed level is shared by the two blocks, so no energy denominator vanishes. If $B$ is Hermitian, upper triangular means diagonal, and the columns then decouple; the coupling between columns matters for non-diagonal triangular $B$.

```lean
/-- The shifted matrix `A - b I`. -/
def shifted (A : Matrix m m R) (b : R) : Matrix m m R := A - b • (1 : Matrix m m R)
```

The vector on the right of the $k$-th linear system is
$$
r_k = c_k+\sum_{j<k} b_{jk}\,x_j .
$$
In `columnRhs`, the set `Finset.Iio k` contains the labels below $k$. For $k=0$ the sum is empty and $r_0=c_0$.

```lean
/-- The right-hand side `c_k + ∑ j < k, b_jk x_j` of the linear system for column `k`. -/
def columnRhs (B : Matrix (Fin n) (Fin n) R) (C X : Matrix m (Fin n) R) (k : Fin n) :
    m → R :=
  fun i => C i k + ∑ j ∈ Finset.Iio k, B j k * X i j
```

## Back-substitution as a recursion

Solving the $k$-th system gives
$$
x_k=(A-b_{kk}I)^{-1}\Bigl(c_k+\sum_{j<k}b_{jk}x_j\Bigr).
$$
Lean accepts this as a definition only if every recursive call goes to a smaller label. The sum therefore runs over the subtype `{j : Fin n // j < k}`, whose elements carry the proof of $j<k$. That proof, `j.2`, is what closes the termination goal. Mathlib's inverse of a non-invertible matrix is zero, so the definition makes sense for all inputs but has its intended meaning only when the shifted matrices are invertible.

```lean
/-- Column `k` computed by back-substitution from the columns before it. -/
noncomputable def column (A : Matrix m m R) (B : Matrix (Fin n) (Fin n) R)
    (C : Matrix m (Fin n) R) (k : Fin n) : m → R :=
  (shifted A (B k k))⁻¹ *ᵥ
    fun i => C i k + ∑ j : {j : Fin n // j < k}, B j.1 k * column A B C j.1 i
termination_by k.val
decreasing_by exact j.2
```

The columns are then placed side by side.

```lean
/-- The matrix whose columns are computed by back-substitution. -/
noncomputable def backSubstitution (A : Matrix m m R) (B : Matrix (Fin n) (Fin n) R)
    (C : Matrix m (Fin n) R) : Matrix m (Fin n) R :=
  Matrix.of fun i k => column A B C k i
```

## From the matrix equation to linear systems

If $M$ is invertible and $Mx=My$, then
$$
x=M^{-1}(Mx)=M^{-1}(My)=y .
$$
In Lean, invertibility is `IsUnit M`. It is converted to invertibility of the determinant, the form that the lemmas on `M⁻¹` require.

```lean
/-- A linear system with an invertible matrix has at most one solution. -/
theorem eq_of_mulVec_eq {M : Matrix m m R} (hM : IsUnit M) {x y : m → R}
    (h : M *ᵥ x = M *ᵥ y) : x = y := by
  have hd := (Matrix.isUnit_iff_isUnit_det M).mp hM
  calc x = M⁻¹ *ᵥ (M *ᵥ x) := by
        rw [Matrix.mulVec_mulVec, Matrix.nonsing_inv_mul _ hd, Matrix.one_mulVec]
    _ = M⁻¹ *ᵥ (M *ᵥ y) := by rw [h]
    _ = y := by
        rw [Matrix.mulVec_mulVec, Matrix.nonsing_inv_mul _ hd, Matrix.one_mulVec]
```

Next, triangularity shortens the product $XB$. Since $b_{jk}=0$ for $j>k$,
$$
(XB)_{ik}=\sum_j x_{ij}b_{jk}=b_{kk}x_{ik}+\sum_{j<k}b_{jk}x_{ij}.
$$
The $(i,k)$ entry of $AX-XB=C$ is therefore
$$
(AX)_{ik}-b_{kk}x_{ik}-\sum_{j<k}b_{jk}x_{ij}=c_{ik}.
$$
Moving the sum to the right and collecting the entries of column $k$ gives
$$
(A-b_{kk}I)x_k=c_k+\sum_{j<k}b_{jk}x_j .
$$
Every step can be reversed, so the matrix equation is equivalent to all $n$ column equations together. No invertibility is needed yet.

The order of the indices matters. With $b_{kj}$ in place of $b_{jk}$, every term of the sum would vanish by triangularity, and the columns would wrongly decouple.

In the proof, `hXB` is the shortened product and `hAX` expands the shifted matrix. In both directions `linear_combination` then moves the sum across the equality.

```lean
/-- For upper triangular `B`, the Sylvester equation `A X - X B = C` is equivalent to
the column equations `(A - b_kk I) x_k = c_k + ∑ j < k, b_jk x_j`. -/
theorem sylvester_iff_columns {A : Matrix m m R} {B : Matrix (Fin n) (Fin n) R}
    (hB : UpperTriangular B) (C X : Matrix m (Fin n) R) :
    A * X - X * B = C ↔
      ∀ k, shifted A (B k k) *ᵥ (fun i => X i k) = columnRhs B C X k := by
  -- triangularity cuts the sum in `X B` off at the diagonal
  have hXB : ∀ i k, (X * B) i k = B k k * X i k + ∑ j ∈ Finset.Iio k, B j k * X i j := by
    intro i k
    have hs : ∑ j ∈ insert k (Finset.Iio k), X i j * B j k = ∑ j, X i j * B j k := by
      refine Finset.sum_subset (Finset.subset_univ _) fun j _ hj => ?_
      simp only [Finset.mem_insert, Finset.mem_Iio, not_or, not_lt] at hj
      rw [hB j k (lt_of_le_of_ne hj.2 (Ne.symm hj.1)), mul_zero]
    rw [Matrix.mul_apply, ← hs, Finset.sum_insert (by simp)]
    exact congrArg₂ (· + ·) (mul_comm _ _) (Finset.sum_congr rfl fun j _ => mul_comm _ _)
  have hAX : ∀ i k, (shifted A (B k k) *ᵥ (fun i => X i k)) i
      = (A * X) i k - B k k * X i k := by
    intro i k
    simp only [shifted, Matrix.sub_mulVec, Matrix.smul_mulVec, Matrix.one_mulVec,
      Pi.sub_apply, Pi.smul_apply, smul_eq_mul]
    rfl
  constructor
  · intro h k
    funext i
    have e : (A * X - X * B) i k = C i k := by rw [h]
    rw [Matrix.sub_apply, hXB] at e
    rw [hAX i k]
    simp only [columnRhs]
    linear_combination e
  · intro h
    ext i k
    have e := congrFun (h k) i
    rw [hAX i k] at e
    simp only [columnRhs] at e
    rw [Matrix.sub_apply, hXB]
    linear_combination e
```

## Existence and uniqueness

The computed matrix obeys its defining recursion when the right-hand side is written with `columnRhs`. The proof unfolds `column` once and identifies the sum over the subtype with the sum over `Finset.Iio k`.

```lean
/-- Each computed column is the inverse shifted matrix applied to the right-hand side
built from the computed columns before it. -/
theorem backSubstitution_column (A : Matrix m m R) (B : Matrix (Fin n) (Fin n) R)
    (C : Matrix m (Fin n) R) (k : Fin n) :
    (fun i => backSubstitution A B C i k) =
      (shifted A (B k k))⁻¹ *ᵥ columnRhs B C (backSubstitution A B C) k := by
  have e : columnRhs B C (backSubstitution A B C) k =
      fun i => C i k + ∑ j : {j : Fin n // j < k}, B j.1 k * column A B C j.1 i := by
    funext i
    exact congrArg (C i k + ·) (Finset.sum_subtype (Finset.Iio k)
      (fun j => Finset.mem_Iio) (fun j => B j k * column A B C j i))
  funext i
  change column A B C k i = _
  rw [column, e]
```

Call the computed matrix $\widehat X$, with columns $\hat x_k$. Multiplying its recursion by the shifted matrix gives
$$
(A-b_{kk}I)\hat x_k=c_k+\sum_{j<k}b_{jk}\hat x_j ,
$$
so $\widehat X$ satisfies the column equations and hence the matrix equation.

Conversely, let $X$ be any solution and suppose that $x_j=\hat x_j$ for all $j<k$. The right-hand sides for column $k$ then agree, so
$$
(A-b_{kk}I)x_k=(A-b_{kk}I)\hat x_k ,
$$
and invertibility gives $x_k=\hat x_k$. Strong induction covers all columns. In the code, `hs` is the first part and `key` is the induction.

```lean
/-- If `B` is upper triangular and every `A - b_kk I` is invertible, then `X` solves
`A X - X B = C` exactly when `X` is the matrix computed by back-substitution. -/
theorem sylvester_iff_eq_backSubstitution {A : Matrix m m R}
    {B : Matrix (Fin n) (Fin n) R} (hB : UpperTriangular B)
    (hA : ∀ k, IsUnit (shifted A (B k k))) (C X : Matrix m (Fin n) R) :
    A * X - X * B = C ↔ X = backSubstitution A B C := by
  have hs : ∀ k, shifted A (B k k) *ᵥ (fun i => backSubstitution A B C i k)
      = columnRhs B C (backSubstitution A B C) k := by
    intro k
    have hd := (Matrix.isUnit_iff_isUnit_det _).mp (hA k)
    rw [backSubstitution_column, Matrix.mulVec_mulVec, Matrix.mul_nonsing_inv _ hd,
      Matrix.one_mulVec]
  constructor
  · intro h
    rw [sylvester_iff_columns hB] at h
    -- columns agree one after the other
    have key : ∀ k : Fin n, ∀ i, X i k = backSubstitution A B C i k := by
      intro k
      induction k using WellFoundedLT.induction with
      | _ k ih =>
        have r : columnRhs B C X k = columnRhs B C (backSubstitution A B C) k := by
          funext i
          have s : ∑ j ∈ Finset.Iio k, B j k * X i j
              = ∑ j ∈ Finset.Iio k, B j k * backSubstitution A B C i j :=
            Finset.sum_congr rfl fun j hj => by rw [ih j (Finset.mem_Iio.mp hj) i]
          simp only [columnRhs, s]
        have e := eq_of_mulVec_eq (hA k) ((h k).trans (r.trans (hs k).symm))
        exact fun i => congrFun e i
    ext i k
    exact key k i
  · intro h
    rw [h]
    exact (sylvester_iff_columns hB C _).mpr hs
```

The main theorem collects these facts. It is named after the Bartels–Stewart algorithm, whose column recursion it justifies; the reduction to triangular form is not part of it. Under `hB` (triangularity) and `hA` (invertibility of every shifted matrix), for each $C$ there is an $X$ that solves the equation and satisfies all the column equations, and every solution $Y$ equals this $X$. The matrix $A$ itself need not be triangular, diagonalisable or invertible.

```lean
/-- If `B` is upper triangular and every `A - b_kk I` is invertible, then `A X - X B = C`
has exactly one solution, and its columns satisfy
`(A - b_kk I) x_k = c_k + ∑ j < k, b_jk x_j`. -/
theorem bartels_stewart {A : Matrix m m R} {B : Matrix (Fin n) (Fin n) R}
    (hB : UpperTriangular B) (hA : ∀ k, IsUnit (shifted A (B k k)))
    (C : Matrix m (Fin n) R) :
    ∃ X : Matrix m (Fin n) R, (A * X - X * B = C ∧
      ∀ k, shifted A (B k k) *ᵥ (fun i => X i k) = columnRhs B C X k) ∧
      ∀ Y : Matrix m (Fin n) R, A * Y - Y * B = C → Y = X := by
  have h := (sylvester_iff_eq_backSubstitution hB hA C _).mpr rfl
  exact ⟨backSubstitution A B C, ⟨h, (sylvester_iff_columns hB C _).mp h⟩,
    fun Y hY => (sylvester_iff_eq_backSubstitution hB hA C Y).mp hY⟩
```

Both hypotheses matter, as small examples over $\mathbb R$ show. For $1\times1$ matrices with $A=B=(a)$, the shifted matrix is zero and the equation reads $0=c$: there is no solution for $c\neq0$, and every $x$ is a solution for $c=0$. For triangularity, take
$$
A=(1),\qquad B=\begin{pmatrix}0&1\\1&0\end{pmatrix},\qquad X=(x_0,x_1).
$$
Both shifted matrices equal $1$, yet $AX-XB=(x_0-x_1,\;x_1-x_0)$. The right-hand side $(1,0)$ is never reached, and $C=0$ has every $X$ with $x_0=x_1$ as a solution.

## Solvability forces the shifts to be invertible

For upper triangular $B$, the invertibility condition is also necessary if the equation is to be solvable for every $C$. Fix $k$ and suppose that the shifted matrices with labels below $k$ are already known to be invertible. Given a vector $c$, let $C$ have $c$ in column $k$ and zeros elsewhere, and let $X$ be a solution. For $j<k$, if the columns before $j$ vanish, then
$$
(A-b_{jj}I)x_j=0+\sum_{l<j}b_{lj}x_l=0,
$$
so $x_j=0$. All columns before $k$ therefore vanish, and column $k$ gives $(A-b_{kk}I)x_k=c$.

Now let $c$ run through the unit vectors $e_a$, and collect the solutions $y_a$ as the columns of a matrix $Y$. Then $(A-b_{kk}I)Y=I$. For square matrices over a commutative ring, a right inverse is also a left inverse, so the shifted matrix is invertible.

The Lean proof has the same two nested inductions: the outer one supplies `ih`, and the inner one proves `z`, the vanishing of the earlier columns. The statement `surj` is solvability for every $c$, and `hr` is the right-inverse identity.

```lean
/-- Converse: if `B` is upper triangular and `A X - X B = C` is solvable for every `C`,
then every `A - b_kk I` is invertible. -/
theorem isUnit_shifted_of_solvable {A : Matrix m m R} {B : Matrix (Fin n) (Fin n) R}
    (hB : UpperTriangular B)
    (h : ∀ C : Matrix m (Fin n) R, ∃ X : Matrix m (Fin n) R, A * X - X * B = C)
    (k : Fin n) : IsUnit (shifted A (B k k)) := by
  induction k using WellFoundedLT.induction with
  | _ k ih =>
    have surj : ∀ c : m → R, ∃ x : m → R, shifted A (B k k) *ᵥ x = c := by
      intro c
      -- put `c` in column `k`; the earlier columns of the solution vanish
      obtain ⟨X, hX⟩ := h (Matrix.of fun i j => if j = k then c i else 0)
      rw [sylvester_iff_columns hB] at hX
      have z : ∀ j : Fin n, j < k → ∀ i, X i j = 0 := by
        intro j
        induction j using WellFoundedLT.induction with
        | _ j ihj =>
          intro hj
          have e : shifted A (B j j) *ᵥ (fun i => X i j) = shifted A (B j j) *ᵥ 0 := by
            rw [hX j, Matrix.mulVec_zero]
            funext i
            have s : ∑ l ∈ Finset.Iio j, B l j * X i l = 0 :=
              Finset.sum_eq_zero fun l hl => by
                have hl' := Finset.mem_Iio.mp hl
                rw [ihj l hl' (hl'.trans hj) i, mul_zero]
            simp [columnRhs, s, hj.ne]
          exact fun i => congrFun (eq_of_mulVec_eq (ih j hj) e) i
      refine ⟨fun i => X i k, (hX k).trans ?_⟩
      funext i
      have s : ∑ l ∈ Finset.Iio k, B l k * X i l = 0 :=
        Finset.sum_eq_zero fun l hl => by rw [z l (Finset.mem_Iio.mp hl) i, mul_zero]
      simp [columnRhs, s]
    -- solutions for the unit vectors form a right inverse
    choose y hy using fun a : m => surj (Pi.single a 1)
    have hr : shifted A (B k k) * Matrix.of (fun i a => y a i) = 1 := by
      ext i a
      have e := congrFun (hy a) i
      rw [Pi.single_apply] at e
      rw [Matrix.one_apply]
      exact e
    exact ⟨⟨_, _, hr, mul_eq_one_comm.mp hr⟩, rfl⟩
```

## A coefficient matrix that is not yet triangular

Suppose that the coefficient on the right is $QBQ'$ with $QQ'=I$, and hence also $Q'Q=I$. Multiplying
$$
AX-XQBQ'=C
$$
by $Q$ from the right and setting $Z=XQ$ gives
$$
AZ-ZB=CQ .
$$
Back-substitution yields $Z$, and $X=ZQ'$. Multiplying by $Q'$ reverses the argument, so this is the only solution.

For a complex Schur decomposition, $Q$ is unitary and $Q'=Q^\dagger$. The factorisation is an input to the theorem, which does not construct it. The Bartels–Stewart algorithm used in numerical work also brings $A$ to Schur form, which makes each column system cheap to solve; here $A$ stays general. The $2\times2$ diagonal blocks that a real Schur form has for non-real eigenvalues are not upper triangular and are not covered. If the coefficient on the right is a real matrix with non-real eigenvalues, the theorem below can therefore be applied over $\mathbb C$ but not over $\mathbb R$; the eigenvalues of $A$ impose no such restriction.

```lean
/-- For a coefficient matrix `Q B Q'` with `B` upper triangular, `Q Q' = 1` and every
`A - b_kk I` invertible, the solution of the Sylvester equation is back-substitution
with right-hand side `C Q`, multiplied by `Q'`. -/
theorem sylvester_triangularized {A : Matrix m m R} {B Q Q' : Matrix (Fin n) (Fin n) R}
    (hB : UpperTriangular B) (hA : ∀ k, IsUnit (shifted A (B k k))) (hQ : Q * Q' = 1)
    (C X : Matrix m (Fin n) R) :
    A * X - X * (Q * B * Q') = C ↔ X = backSubstitution A B (C * Q) * Q' := by
  have hQ' : Q' * Q = 1 := mul_eq_one_comm.mp hQ
  have key := sylvester_iff_eq_backSubstitution hB hA (C * Q) (X * Q)
  constructor
  · intro h
    have e : A * (X * Q) - X * Q * B = C * Q := by
      rw [← h, Matrix.sub_mul]
      simp only [Matrix.mul_assoc, hQ', Matrix.mul_one]
    rw [← key.mp e, Matrix.mul_assoc, hQ, Matrix.mul_one]
  · intro h
    have e : X * Q = backSubstitution A B (C * Q) := by
      rw [h, Matrix.mul_assoc, hQ', Matrix.mul_one]
    have s := key.mpr e
    calc A * X - X * (Q * B * Q') = (A * (X * Q) - X * Q * B) * Q' := by
          simp only [Matrix.sub_mul, Matrix.mul_assoc, hQ, Matrix.mul_one]
      _ = C := by rw [s, Matrix.mul_assoc, hQ, Matrix.mul_one]

end BartelsStewart
```

```lean
#print axioms BartelsStewart.bartels_stewart
-- 'BartelsStewart.bartels_stewart' depends on axioms: [propext, Classical.choice, Quot.sound]
#print axioms BartelsStewart.isUnit_shifted_of_solvable
-- 'BartelsStewart.isUnit_shifted_of_solvable' depends on axioms: [propext, Classical.choice, Quot.sound]
#print axioms BartelsStewart.sylvester_triangularized
-- 'BartelsStewart.sylvester_triangularized' depends on axioms: [propext, Classical.choice, Quot.sound]
```
